# A photon between ideal parallel mirrors in vacuum has effective mass ħω(0)/c² if ω(0) > 0

## The kinetic term in a cavity model

A simulation of molecules coupled to a planar cavity may keep photon modes with several values of k, the wavenumber along the mirrors. It then needs the photon energy as a function of k. Near k = 0 this energy is often entered as a parabola, like the kinetic energy of a massive particle. The mass can be fitted to a measured band, or derived from the cavity's geometry and the speed of light in the gap. For ideal mirrors and a single mode branch, these notes derive that mass and bound the error of the parabola.

## A wave held between two mirrors

Two mirrors stand at z = 0 and z = L. Between them light travels at speed c. The field stands across the gap and runs along it:

u(x,z,t) = sin(qz) cos(kx − wt)

Here q is the wavenumber across the gap and w is the angular frequency, not yet tied to k. One may read u as the electric field component along y, which is parallel to the mirrors and vanishes on a perfect conductor. If a uniform, dispersionless medium fills the gap, c is the speed of light in that medium.

The mirrors restrict q, and the wave equation then fixes w for each k. The result is a frequency branch ω(k) that starts at a nonzero value ω(0) and is curved there. Its curvature sets the mass.

## What is stated, and for which fields

`standingWave q k w x z t` is the field u. `wavenumber L m` is mπ/L, the wavenumber *across* the cavity, often written k_z. `cavityFreq c L m k` is the branch

ω(k) = c √(k² + (mπ/L)²)

`SolvesWaveEquation c u` says that u is twice continuously differentiable in x, z and t jointly, and that u_tt = c²(u_xx + u_zz) at every point. The smoothness clause matters because Lean's `deriv` returns 0 where no derivative exists.

`IsEffectiveMass hbar E M` says M E″(0) = ħ², with E a function of wavenumber. This is the definition of effective mass: a free particle of mass M has energy ħ²k²/(2M), whose curvature is ħ²/M.

The theorems state the following, for c, L > 0 and an integer m ≥ 1 unless noted.

- `mirrors_quantize`: for q > 0, u vanishes on both mirrors at all x and t exactly when q = mπ/L for some integer m ≥ 1.
- `cavity_mode_dispersion`: the mode with q = mπ/L vanishes on both mirrors, and it solves the wave equation exactly when w² = c²(k² + (mπ/L)²). Here c may be any real number.
- `positive_branch`: for w ≥ 0, that condition is w = ω(k).
- `group_velocity` and `curvature_at_zero`: ω′(k) = c²k/ω(k) and ω″(0) = c²/ω(0).
- `photon_effective_mass`: for ħ ≠ 0, M is an effective mass of the band ħω(k) exactly when M = ħω(0)/c².
- `parabolic_band_error`: the parabola ω(0) + c²k²/(2ω(0)) is never below ω(k), and exceeds it by at most c⁴k⁴/(8ω(0)³).

The field is classical and scalar; quantum mechanics enters only through the photon energy ħω, which is taken as given. The model also idealises the cavity: it is unbounded along the mirrors, its filling has no dispersion, and its mirrors are replaced by the condition u = 0 at two sharp planes. Real mirrors let the field penetrate and leak.

The condition m ≠ 0 is needed for the dispersion relation: with m = 0 the field is zero everywhere and solves the wave equation for every w. Ideal mirrors do allow an m = 0 mode of the other polarization, with the electric field along z. It has ω = c|k| and no effective mass, and it is not covered here.

## From the mirrors to the dispersion relation

At z = 0 the factor sin(qz) is zero. At z = L and x = t = 0 the field equals sin(qL), so the second mirror requires qL = mπ with m an integer. Since qL > 0, m ≥ 1. Conversely, sin(mπ) = 0 makes u vanish at z = L for all x and t.

Differentiating twice gives

u_tt = −w² u, u_xx = −k² u, u_zz = −q² u

so the wave equation becomes

(w² − c²(k² + q²)) u = 0

At the antinode z = π/(2q), with x = t = 0, the field is u = 1. The bracket must therefore vanish. If it does, the equation holds everywhere. With q = mπ/L and w ≥ 0, taking the square root gives w = ω(k).

## From the curvature to the mass

Write s = √(k² + q²), so that ω = cs. The chain rule gives

ω′(k) = c · 2k/(2s) = c²k/ω(k)

The quotient rule then gives

ω″(k) = c² (ω(k) − k ω′(k))/ω(k)²

and at k = 0 this is c²/ω(0). For E = ħω the definition of the mass reads

M ħ c²/ω(0) = ħ²

so M = ħω(0)/c². Since ω(0) = cmπ/L, this is also ħmπ/(cL).

For the parabola, put W = ω(0) and V = ω(k). Then c²k² = V² − W², and the excess is

W + (V² − W²)/(2W) − V = (V − W)²/(2W) ≥ 0

Because V ≥ W,

V − W = c²k²/(V + W) ≤ c²k²/(2W)

Squaring this and dividing by 2W gives the bound c⁴k⁴/(8W³).

## A 300 nm cavity

Take L = 300 nm, m = 1 and an empty gap. Then q = π/L ≈ 1.047 × 10⁷ m⁻¹, ω(0) = cq ≈ 3.14 × 10¹⁵ s⁻¹ and ħω(0) ≈ 2.07 eV. The mass is M ≈ 3.68 × 10⁻³⁶ kg.

Now let k = 3q/4. The branch gives ω(k)/ω(0) = √(1 + 9/16) = 5/4, while the parabola gives 1 + 9/32 = 41/32. The excess is 1/32 of ω(0), or about 0.065 eV in energy. The bound allows 81/2048 of ω(0), about 0.082 eV.

## The Lean file

```lean
import Mathlib

open scoped Real

namespace CavityPhotonMass

noncomputable section

/-- A field standing across the cavity (wavenumber `q` along `z`) and running along it
(wavenumber `k` along `x`) with angular frequency `w`. -/
def standingWave (q k w x z t : ℝ) : ℝ := Real.sin (q * z) * Real.cos (k * x - w * t)

/-- The field `u x z t` is twice continuously differentiable and obeys
`u_tt = c² (u_xx + u_zz)` everywhere. -/
def SolvesWaveEquation (c : ℝ) (u : ℝ → ℝ → ℝ → ℝ) : Prop :=
  ContDiff ℝ 2 (fun p : ℝ × ℝ × ℝ => u p.1 p.2.1 p.2.2) ∧
  ∀ x z t, deriv (deriv (fun s => u x z s)) t =
    c ^ 2 * (deriv (deriv (fun s => u s z t)) x + deriv (deriv (fun s => u x s t)) z)

/-- The wavenumber `m π / L` across a cavity of length `L ≠ 0`. -/
def wavenumber (L : ℝ) (m : ℕ) : ℝ := m * π / L

/-- The frequency branch `ω(k) = c √(k² + (m π / L)²)` of a cavity of length `L ≠ 0`. -/
def cavityFreq (c L : ℝ) (m : ℕ) (k : ℝ) : ℝ :=
  c * Real.sqrt (k ^ 2 + wavenumber L m ^ 2)

/-- `M` is an effective mass at `k = 0` for the energy band `E(k)`: `M E''(0) = ħ²`. -/
def IsEffectiveMass (hbar : ℝ) (E : ℝ → ℝ) (M : ℝ) : Prop :=
  M * deriv (deriv E) 0 = hbar ^ 2

/-- Two derivatives in `t`, `x` or `z` multiply the standing wave by `-w²`, `-k²` or `-q²`. -/
theorem standingWave_second_derivs (q k w x z t : ℝ) :
    deriv (deriv (fun s => standingWave q k w x z s)) t = -w ^ 2 * standingWave q k w x z t ∧
    deriv (deriv (fun s => standingWave q k w s z t)) x = -k ^ 2 * standingWave q k w x z t ∧
    deriv (deriv (fun s => standingWave q k w x s t)) z = -q ^ 2 * standingWave q k w x z t := by
  -- every harmonic oscillation `A cos (a s + b)` has second derivative `-a²` times itself
  have harmonic : ∀ (f : ℝ → ℝ) (A a b : ℝ), (∀ s, f s = A * Real.cos (a * s + b)) →
      ∀ s, deriv (deriv f) s = -a ^ 2 * f s := by
    intro f A a b hf s
    have hl : ∀ r, HasDerivAt (fun s : ℝ => a * s + b) a r := fun r =>
      (((hasDerivAt_id' r).const_mul a).add_const b).congr_deriv (mul_one a)
    have h1 : deriv f = fun r => -(a * A) * Real.sin (a * r + b) := by
      rw [funext hf]
      funext r
      exact (((hl r).cos.const_mul A).congr_deriv (by ring)).deriv
    rw [h1, hf s]
    exact (((hl s).sin.const_mul (-(a * A))).congr_deriv (by ring)).deriv
  refine ⟨harmonic _ (Real.sin (q * z)) w (-(k * x)) ?_ t,
    harmonic _ (Real.sin (q * z)) k (-(w * t)) ?_ x,
    harmonic _ (Real.cos (k * x - w * t)) q (-(π / 2)) ?_ z⟩
  · intro s
    rw [show w * s + -(k * x) = -(k * x - w * s) by ring, Real.cos_neg]
    rfl
  · intro s
    rw [← sub_eq_add_neg]
    rfl
  · intro s
    rw [← sub_eq_add_neg, Real.cos_sub_pi_div_two]
    exact mul_comm _ _

/-- For `q > 0` and `L > 0`, the standing wave vanishes on both mirrors `z = 0` and `z = L`
exactly when `q = m π / L` for an integer `m ≥ 1`. -/
theorem mirrors_quantize {q L : ℝ} (hq : 0 < q) (hL : 0 < L) (k w : ℝ) :
    (∀ x t, standingWave q k w x 0 t = 0 ∧ standingWave q k w x L t = 0) ↔
      ∃ m : ℕ, 1 ≤ m ∧ q = wavenumber L m := by
  constructor
  · intro h
    have h0 : Real.sin (q * L) = 0 := by simpa [standingWave] using (h 0 0).2
    obtain ⟨n, hn⟩ := Real.sin_eq_zero_iff.1 h0
    have hpos : (0 : ℝ) < n := by
      by_contra hneg
      nlinarith [Real.pi_pos, mul_pos hq hL, not_lt.1 hneg]
    have hpos' : 0 < n := by exact_mod_cast hpos
    obtain ⟨m, rfl⟩ := Int.eq_ofNat_of_zero_le hpos'.le
    have hm : (m : ℝ) * π = q * L := by exact_mod_cast hn
    refine ⟨m, by omega, ?_⟩
    rw [wavenumber, eq_div_iff hL.ne', hm]
  · rintro ⟨m, -, rfl⟩ x t
    have h : wavenumber L m * L = m * π := div_mul_cancel₀ _ hL.ne'
    constructor
    · simp [standingWave]
    · rw [standingWave, h, Real.sin_nat_mul_pi, zero_mul]

/-- The wavenumber across the cavity is positive for `L > 0` and `m ≥ 1`. -/
theorem wavenumber_pos {L : ℝ} {m : ℕ} (hL : 0 < L) (hm : 1 ≤ m) : 0 < wavenumber L m := by
  have h : (0 : ℝ) < m := by exact_mod_cast hm
  exact div_pos (mul_pos h Real.pi_pos) hL

/-- For `L > 0` and `m ≥ 1`, the cavity mode vanishes on both mirrors, and it solves the wave
equation exactly when `w² = c² (k² + (m π / L)²)`. -/
theorem cavity_mode_dispersion {L : ℝ} {m : ℕ} (hL : 0 < L) (hm : 1 ≤ m) (c k w : ℝ) :
    (∀ x t, standingWave (wavenumber L m) k w x 0 t = 0 ∧
      standingWave (wavenumber L m) k w x L t = 0) ∧
    (SolvesWaveEquation c (standingWave (wavenumber L m) k w) ↔
      w ^ 2 = c ^ 2 * (k ^ 2 + (m * π / L) ^ 2)) := by
  have hq := wavenumber_pos hL hm
  refine ⟨(mirrors_quantize hq hL k w).2 ⟨m, hm, rfl⟩, ?_⟩
  change _ ↔ w ^ 2 = c ^ 2 * (k ^ 2 + wavenumber L m ^ 2)
  generalize wavenumber L m = q at hq ⊢
  constructor
  · rintro ⟨-, h⟩
    -- evaluate at an antinode, where the field equals one
    have hu : standingWave q k w 0 (π / 2 / q) 0 = 1 := by
      rw [standingWave, mul_div_cancel₀ _ hq.ne']
      simp
    have e := h 0 (π / 2 / q) 0
    obtain ⟨ht, hx, hz⟩ := standingWave_second_derivs q k w 0 (π / 2 / q) 0
    rw [hu] at ht hx hz
    linear_combination ht - e - c ^ 2 * hx - c ^ 2 * hz
  · intro h
    have hc : ContDiff ℝ 2 (fun p : ℝ × ℝ × ℝ =>
        Real.sin (q * p.2.1) * Real.cos (k * p.1 - w * p.2.2)) := by fun_prop
    refine ⟨hc, fun x z t => ?_⟩
    obtain ⟨ht, hx, hz⟩ := standingWave_second_derivs q k w x z t
    linear_combination ht - c ^ 2 * hx - c ^ 2 * hz - standingWave q k w x z t * h

/-- For `c, L > 0` and `m ≥ 1`, the branch `ω(k)` is positive and obeys the dispersion relation. -/
theorem cavityFreq_spec {c L : ℝ} {m : ℕ} (hc : 0 < c) (hL : 0 < L) (hm : 1 ≤ m) (k : ℝ) :
    0 < cavityFreq c L m k ∧
      cavityFreq c L m k ^ 2 = c ^ 2 * (k ^ 2 + wavenumber L m ^ 2) := by
  have hq := wavenumber_pos hL hm
  have hs : 0 < k ^ 2 + wavenumber L m ^ 2 := by positivity
  exact ⟨mul_pos hc (Real.sqrt_pos.2 hs), by rw [cavityFreq, mul_pow, Real.sq_sqrt hs.le]⟩

/-- For `c, L > 0`, `m ≥ 1` and `w ≥ 0`, the cavity mode solves the wave equation exactly when
`w = ω(k)`. -/
theorem positive_branch {c L w : ℝ} {m : ℕ} (hc : 0 < c) (hL : 0 < L) (hm : 1 ≤ m)
    (hw : 0 ≤ w) (k : ℝ) :
    SolvesWaveEquation c (standingWave (wavenumber L m) k w) ↔ w = cavityFreq c L m k := by
  obtain ⟨hp, hsq⟩ := cavityFreq_spec hc hL hm k
  rw [(cavity_mode_dispersion hL hm c k w).2]
  change w ^ 2 = c ^ 2 * (k ^ 2 + wavenumber L m ^ 2) ↔ _
  rw [← hsq]
  exact sq_eq_sq₀ hw hp.le

/-- For `c, L > 0` and `m ≥ 1`, the group velocity along the cavity is `ω'(k) = c² k / ω(k)`. -/
theorem group_velocity {c L : ℝ} {m : ℕ} (hc : 0 < c) (hL : 0 < L) (hm : 1 ≤ m) (k : ℝ) :
    HasDerivAt (cavityFreq c L m) (c ^ 2 * k / cavityFreq c L m k) k := by
  have hq := wavenumber_pos hL hm
  have hs : 0 < k ^ 2 + wavenumber L m ^ 2 := by positivity
  have hin : HasDerivAt (fun y : ℝ => y ^ 2 + wavenumber L m ^ 2) (2 * k) k :=
    ((hasDerivAt_pow 2 k).add_const _).congr_deriv (by norm_num)
  have key : ∀ s : ℝ, s ≠ 0 → c * (2 * k / (2 * s)) = c ^ 2 * k / (c * s) := by
    intro s hs0
    have hc0 := hc.ne'
    field_simp
  exact ((hin.sqrt hs.ne').const_mul c).congr_deriv (key _ (Real.sqrt_pos.2 hs).ne')

/-- For `c, L > 0` and `m ≥ 1`, the branch has curvature `ω''(0) = c² / ω(0)`. -/
theorem curvature_at_zero {c L : ℝ} {m : ℕ} (hc : 0 < c) (hL : 0 < L) (hm : 1 ≤ m) :
    HasDerivAt (deriv (cavityFreq c L m)) (c ^ 2 / cavityFreq c L m 0) 0 := by
  have hW := (cavityFreq_spec hc hL hm 0).1.ne'
  have e : deriv (cavityFreq c L m) = fun k => c ^ 2 * k / cavityFreq c L m k :=
    funext fun k => (group_velocity hc hL hm k).deriv
  rw [e]
  refine (((hasDerivAt_id' (0 : ℝ)).const_mul (c ^ 2)).fun_div
    (group_velocity hc hL hm 0) hW).congr_deriv ?_
  rw [div_eq_div_iff (pow_ne_zero 2 hW) hW]
  ring

/-- For `c, L > 0`, `m ≥ 1` and `ħ ≠ 0`, the photon band `ħ ω(k)` has the effective mass
`ħ ω(0) / c²` and no other. -/
theorem photon_effective_mass {c L hbar : ℝ} {m : ℕ} (hc : 0 < c) (hL : 0 < L) (hm : 1 ≤ m)
    (hh : hbar ≠ 0) (M : ℝ) :
    IsEffectiveMass hbar (fun k => hbar * cavityFreq c L m k) M ↔
      M = hbar * cavityFreq c L m 0 / c ^ 2 := by
  have hW := (cavityFreq_spec hc hL hm 0).1.ne'
  have e : deriv (fun k => hbar * cavityFreq c L m k) =
      fun k => hbar * deriv (cavityFreq c L m) k := by
    funext k
    rw [(group_velocity hc hL hm k).deriv]
    exact ((group_velocity hc hL hm k).const_mul hbar).deriv
  have hd : c ^ 2 / cavityFreq c L m 0 * cavityFreq c L m 0 = c ^ 2 := div_mul_cancel₀ _ hW
  rw [IsEffectiveMass, e, ((curvature_at_zero hc hL hm).const_mul hbar).deriv,
    eq_div_iff (pow_ne_zero 2 hc.ne')]
  generalize c ^ 2 / cavityFreq c L m 0 = d at hd ⊢
  constructor
  · intro h
    apply mul_left_cancel₀ hh
    linear_combination cavityFreq c L m 0 * h - hbar * M * hd
  · intro h
    apply mul_right_cancel₀ hW
    linear_combination hbar * M * hd + hbar * h

/-- For `c, L > 0` and `m ≥ 1`, the parabola `ω(0) + c² k² / (2 ω(0))` lies above `ω(k)` or
touches it, and exceeds it by at most `c⁴ k⁴ / (8 ω(0)³)`. -/
theorem parabolic_band_error {c L : ℝ} {m : ℕ} (hc : 0 < c) (hL : 0 < L) (hm : 1 ≤ m) (k : ℝ) :
    0 ≤ cavityFreq c L m 0 + c ^ 2 * k ^ 2 / (2 * cavityFreq c L m 0) - cavityFreq c L m k ∧
    cavityFreq c L m 0 + c ^ 2 * k ^ 2 / (2 * cavityFreq c L m 0) - cavityFreq c L m k ≤
      (c ^ 2 * k ^ 2) ^ 2 / (8 * cavityFreq c L m 0 ^ 3) := by
  obtain ⟨hW, hW2⟩ := cavityFreq_spec hc hL hm 0
  obtain ⟨hV, hV2⟩ := cavityFreq_spec hc hL hm k
  have hs : c ^ 2 * k ^ 2 = cavityFreq c L m k ^ 2 - cavityFreq c L m 0 ^ 2 := by
    linear_combination hW2 - hV2
  have hs0 : 0 ≤ c ^ 2 * k ^ 2 := by positivity
  clear hW2 hV2
  generalize cavityFreq c L m k = V at hV hs ⊢
  generalize cavityFreq c L m 0 = W at hW hs ⊢
  generalize c ^ 2 * k ^ 2 = S at hs hs0 ⊢
  have hVW : W ≤ V := by
    by_contra h
    nlinarith [not_le.1 h]
  -- the error is a square divided by `2 W`
  have e : W + S / (2 * W) - V = (V - W) ^ 2 / (2 * W) := by
    have h2 : S / (2 * W) * (2 * W) = S := div_mul_cancel₀ _ (by positivity)
    rw [eq_div_iff (by positivity)]
    linear_combination h2 + hs
  rw [e]
  refine ⟨by positivity, ?_⟩
  have hb : 2 * W * (V - W) ≤ S := by nlinarith [sq_nonneg (V - W)]
  have hb0 : 0 ≤ 2 * W * (V - W) := mul_nonneg (by positivity) (sub_nonneg.2 hVW)
  have hb2 := pow_le_pow_left₀ hb0 hb 2
  rw [div_le_div_iff₀ (by positivity) (by positivity)]
  have h3 := mul_le_mul_of_nonneg_left hb2 (by positivity : 0 ≤ 2 * W)
  linarith

end

end CavityPhotonMass
```

```lean
#print axioms CavityPhotonMass.positive_branch
#print axioms CavityPhotonMass.photon_effective_mass
#print axioms CavityPhotonMass.parabolic_band_error
```

```
'CavityPhotonMass.positive_branch' depends on axioms: [propext, Classical.choice, Quot.sound]
'CavityPhotonMass.photon_effective_mass' depends on axioms: [propext, Classical.choice, Quot.sound]
'CavityPhotonMass.parabolic_band_error' depends on axioms: [propext, Classical.choice, Quot.sound]
```

## Mirrors and wave equation in the proof

`standingWave_second_derivs` proves one fact, `harmonic`, and uses it three times: A cos(as + b) has second derivative −a² times itself. The field already has this form in x. In t the cosine's evenness brings it there, and in z the identity sin(qz) = cos(qz − π/2) does.

In `mirrors_quantize`, `Real.sin_eq_zero_iff` supplies an integer n with nπ = qL. The call to `nlinarith` shows that n is positive, after which it can be replaced by a natural number m.

`cavity_mode_dispersion` takes its boundary part from the previous theorem, with `wavenumber_pos` supplying q > 0. For the forward direction, `hu` records that the field is 1 at the antinode, and `linear_combination` combines the wave equation there with the three second derivatives. For the converse, `fun_prop` proves smoothness and `linear_combination` multiplies the dispersion relation by the field.

`cavityFreq_spec` shows that ω(k) is positive and has the required square. `positive_branch` then uses the fact that two nonnegative numbers with equal squares are equal.

## Mass and error bound in the proof

`group_velocity` applies the chain rule to the square root, whose argument is positive because q > 0. `curvature_at_zero` replaces ω′ by c²k/ω(k) as a function of k and differentiates that quotient at 0.

`photon_effective_mass` moves the constant ħ through both derivatives and inserts the curvature. The forward direction cancels ħ, which is where `hh` is used; the converse cancels ω(0).

`parabolic_band_error` names the two frequencies `W` and `V` and sets `S` = c²k², so that only algebra remains. The equation `e` is the formula (V − W)²/(2W) found above. The inequality `hb` is 2W(V − W) ≤ S, the estimate of V − W with its denominator cleared. Squaring it gives `hb2`, and multiplying by 2W yields the stated bound.
